# Every real antisymmetric 2n × 2n matrix is orthogonally equivalent to a direct sum of n antisymmetric 2 × 2 blocks

A Majorana covariance matrix $A$ is real and antisymmetric, so $iA$ is Hermitian and any Hermitian eigensolver will diagonalise it. For a nonzero eigenvalue, a unit eigenvector $z$ is complex, and $\sum_p z_p\gamma_p/\sqrt2$ is a fermion annihilation or creation operator. In the null space, however, the solver may return any orthonormal basis, and the same formula can fail: a real unit vector gives a Hermitian operator whose square is $1/2$, whereas a fermion annihilation operator squares to zero. A real orthogonal $O$ that pairs the labels treats all modes alike and keeps the Majorana operators Hermitian:

$$O A O^T=\bigoplus_{k}\begin{pmatrix}0&e_k\\-e_k&0\end{pmatrix},\qquad e_k\ge 0 .$$

Such an $O$ always exists. For a fermionic Gaussian state of finitely many modes, it reduces the state to independent modes with one number each.

To fix conventions, let $\gamma_p$ be Hermitian with $\{\gamma_p,\gamma_q\}=2\delta_{pq}$, and let $A_{pq}=\tfrac i2\langle[\gamma_p,\gamma_q]\rangle$. A rotation $\gamma'=O\gamma$ sends $A$ to $OAO^T$. With $c_k=(\gamma'_{0,k}+i\gamma'_{1,k})/2$, the occupation is $\langle c_k^\dagger c_k\rangle=(1+e_k)/2$.

## Real entries, because the operators are Hermitian

The commutator of two Hermitian operators is anti-Hermitian, so the factor $i$ makes each $A_{pq}$ real. The derivation uses this when it chooses real eigenvectors of a real symmetric operator. In Lean it is carried by the types: matrices have entries in `ℝ`, and the vector spaces are real inner product spaces.

Without reality the claim fails already for one mode. For $A=\begin{pmatrix}0&i\\-i&0\end{pmatrix}$ and real orthogonal $O$, one finds $OAO^T=(\det O)A=\pm A$, which never has a real amplitude.

```lean
import Mathlib

open Matrix
open scoped InnerProductSpace

namespace MajoranaNormalModes
```

A label is a pair $(a,k)$ in `Fin 2 × Fin n`: Majorana operator $a\in\{0,1\}$ of mode $k\in\{0,\dots,n-1\}$. The target matrix is `modeBlocks e`, whose entry from $(0,k)$ to $(1,k)$ is $e_k$. The operators $\gamma_p$ and the quantum state do not appear in the file; only the matrix does.

```lean
/-- The direct sum of the blocks `[[0, e k], [-e k, 0]]`, one for each mode `k`; the label `(a, k)`
is the Majorana operator number `a` of mode `k`. -/
def modeBlocks {n : ℕ} (e : Fin n → ℝ) : Matrix (Fin 2 × Fin n) (Fin 2 × Fin n) ℝ :=
  Matrix.blockDiagonal fun k => !![0, e k; -e k, 0]
```

## Antisymmetry, which supplies each vector's partner

Antisymmetry comes from the commutator in $A_{pq}$. As an operator statement it reads $\langle Tx,y\rangle=-\langle x,Ty\rangle$, and the derivation by hand uses it in three steps to find one mode.

First, $\langle T^2x,y\rangle=-\langle Tx,Ty\rangle=\langle x,T^2y\rangle$, so $T^2$ is symmetric and has an orthonormal eigenbasis $b_i$. Suppose some $v=b_i$ has $Tv\neq0$, and write $T^2v=mv$. Second, $m=\langle v,T^2v\rangle=-\|Tv\|^2$. Third, $\langle Tv,v\rangle=-\langle v,Tv\rangle$, so $Tv\perp v$. Setting $e=\|Tv\|$ and $u=Tv/e$ gives

$$Tv=e\,u,\qquad Tu=\tfrac1e T^2v=-e\,v .$$

If instead $Tb_i=0$ for every $i$, then any two of the basis vectors form a pair with $e=0$. This needs dimension at least two, which is the hypothesis `hd`.

The Lean proof follows the same route. `hS` is the symmetry of $T^2$, `hsq` is $m=-\|Tv\|^2$, `hperp` is the orthogonality, and `by_cases h0` separates the two cases.

```lean
/-- A skew-adjoint operator on a real space of dimension at least two has an orthonormal pair of
vectors that it rotates into each other with an amplitude `e ≥ 0`. -/
theorem exists_mode_pair {V : Type} [NormedAddCommGroup V] [InnerProductSpace ℝ V]
    [FiniteDimensional ℝ V] (T : V →ₗ[ℝ] V) (hT : ∀ x y, ⟪T x, y⟫_ℝ = -⟪x, T y⟫_ℝ)
    (hd : 2 ≤ Module.finrank ℝ V) :
    ∃ (u v : V) (e : ℝ), 0 ≤ e ∧ ⟪u, u⟫_ℝ = 1 ∧ ⟪v, v⟫_ℝ = 1 ∧ ⟪u, v⟫_ℝ = 0 ∧
      T u = -(e • v) ∧ T v = e • u := by
  -- the square of `T` is symmetric and has an orthonormal eigenbasis
  have hS : (T ∘ₗ T).IsSymmetric := by
    intro x y
    change ⟪T (T x), y⟫_ℝ = ⟪x, T (T y)⟫_ℝ
    linarith [hT (T x) y, hT x (T y)]
  let b := hS.eigenvectorBasis rfl
  have hb : ∀ i, ⟪b i, b i⟫_ℝ = 1 := fun i => by
    rw [real_inner_self_eq_norm_sq, b.orthonormal.1 i, one_pow]
  by_cases h0 : ∃ i, T (b i) ≠ 0
  · obtain ⟨i, hi⟩ := h0
    obtain ⟨m, hm⟩ : ∃ m : ℝ, T (T (b i)) = m • b i := ⟨_, hS.apply_eigenvectorBasis rfl i⟩
    have hv := hb i
    generalize b i = v at hi hm hv
    have he : ‖T v‖ ≠ 0 := norm_ne_zero_iff.mpr hi
    have hsq : m = -‖T v‖ ^ 2 := by
      have h := hT v (T v)
      rw [hm, inner_smul_right, hv, real_inner_self_eq_norm_sq] at h
      linarith
    have hperp : ⟪T v, v⟫_ℝ = 0 := by
      have h := hT v v
      rw [real_inner_comm (T v) v] at h
      linarith [real_inner_comm (T v) v]
    refine ⟨‖T v‖⁻¹ • T v, v, ‖T v‖, norm_nonneg _, ?_, hv, ?_, ?_, ?_⟩
    · rw [real_inner_smul_left, real_inner_smul_right, real_inner_self_eq_norm_sq]
      field_simp
    · rw [real_inner_smul_left, hperp, mul_zero]
    · rw [map_smul, hm, smul_smul, ← neg_smul, hsq]
      congr 1
      field_simp
    · rw [smul_smul, mul_inv_cancel₀ he, one_smul]
  · -- otherwise two basis vectors form a pair of zero amplitude
    push Not at h0
    refine ⟨b ⟨0, by omega⟩, b ⟨1, by omega⟩, 0, le_rfl, hb _, hb _, ?_, ?_, ?_⟩
    · exact b.orthonormal.2 (by simp [Fin.ext_iff])
    · rw [h0, zero_smul, neg_zero]
    · rw [h0, zero_smul]
```

Without antisymmetry there may be no pair at all: the identity matrix stays the identity under every orthogonal $O$, and for $n\ge1$ it is not of block form.

## An even, finite number of labels, so that no Majorana is left over

Two Majorana operators make one fermion mode, so $n$ modes have $2n$ labels. The derivation uses this count when it removes pairs one at a time. Let $w$ be orthogonal to $u$ and $v$. Then

$$\langle u,Tw\rangle=-\langle Tu,w\rangle=e\langle v,w\rangle=0,\qquad \langle v,Tw\rangle=-\langle Tv,w\rangle=-e\langle u,w\rangle=0 .$$

The orthogonal complement of the pair is thus invariant under $T$, and its dimension is smaller by two. The restriction of $T$ to it is again skew-adjoint, so the argument repeats until the dimension is zero.

In Lean the count is the hypothesis `Module.finrank ℝ V = 2 * n`, and the repetition is an induction on `n`. `hW` gives the dimension of the complement, `hinv` its invariance, and `T.restrict hinv` the smaller operator. The new pair is then put in front of those from the induction hypothesis, and the inner products are checked case by case.

```lean
/-- A skew-adjoint operator on a real space of dimension `2n` splits it into `n` mutually
orthogonal planes, in each of which it acts as a quarter turn times an amplitude `e k ≥ 0`. -/
theorem exists_normal_modes (n : ℕ) : ∀ (V : Type) [NormedAddCommGroup V] [InnerProductSpace ℝ V]
    [FiniteDimensional ℝ V] (T : V →ₗ[ℝ] V), (∀ x y, ⟪T x, y⟫_ℝ = -⟪x, T y⟫_ℝ) →
    Module.finrank ℝ V = 2 * n →
    ∃ (u v : Fin n → V) (e : Fin n → ℝ), (∀ k, 0 ≤ e k) ∧
      (∀ i j, ⟪u i, u j⟫_ℝ = if i = j then 1 else 0) ∧
      (∀ i j, ⟪v i, v j⟫_ℝ = if i = j then 1 else 0) ∧ (∀ i j, ⟪u i, v j⟫_ℝ = 0) ∧
      (∀ k, T (u k) = -(e k • v k)) ∧ (∀ k, T (v k) = e k • u k) := by
  induction n with
  | zero =>
    intro V _ _ _ T _ _
    refine ⟨fun k => k.elim0, fun k => k.elim0, fun k => k.elim0, ?_, ?_, ?_, ?_, ?_, ?_⟩ <;>
      exact fun k => k.elim0
  | succ n ih =>
    intro V _ _ _ T hT hd
    obtain ⟨u, v, e, he, huu, hvv, huv, hTu, hTv⟩ := exists_mode_pair T hT (by omega)
    have hvu : ⟪v, u⟫_ℝ = 0 := by rw [real_inner_comm]; exact huv
    have hli : LinearIndependent ℝ ![u, v] := by
      rw [LinearIndependent.pair_iff]
      intro s t h
      have h1 := congrArg (fun z => ⟪u, z⟫_ℝ) h
      have h2 := congrArg (fun z => ⟪v, z⟫_ℝ) h
      simp only [inner_add_right, real_inner_smul_right, huu, huv, hvu, hvv, inner_zero_right]
        at h1 h2
      constructor <;> linarith
    -- the orthogonal complement of the pair is invariant and two dimensions smaller
    let K := Submodule.span ℝ (Set.range ![u, v])
    have hK : Module.finrank ℝ K = 2 := by simpa using finrank_span_eq_card hli
    have hW : Module.finrank ℝ Kᗮ = 2 * n := by
      have := K.finrank_add_finrank_orthogonal
      omega
    have hu : ∀ w ∈ Kᗮ, ⟪u, w⟫_ℝ = 0 := fun w hw =>
      (K.mem_orthogonal w).1 hw u (Submodule.subset_span ⟨0, rfl⟩)
    have hv : ∀ w ∈ Kᗮ, ⟪v, w⟫_ℝ = 0 := fun w hw =>
      (K.mem_orthogonal w).1 hw v (Submodule.subset_span ⟨1, rfl⟩)
    have hinv : ∀ w ∈ Kᗮ, T w ∈ Kᗮ := by
      intro w hw
      rw [Submodule.mem_orthogonal]
      intro z hz
      obtain ⟨c, rfl⟩ := (Submodule.mem_span_range_iff_exists_fun ℝ).1 hz
      have h1 := hT u w
      have h2 := hT v w
      rw [hTu, inner_neg_left, real_inner_smul_left, hv w hw] at h1
      rw [hTv, real_inner_smul_left, hu w hw] at h2
      have h3 : ⟪u, T w⟫_ℝ = 0 := by linarith
      have h4 : ⟪v, T w⟫_ℝ = 0 := by linarith
      simp [Fin.sum_univ_two, inner_add_left, real_inner_smul_left, h3, h4]
    obtain ⟨u', v', e', he', huu', hvv', huv', hTu', hTv'⟩ :=
      ih Kᗮ (T.restrict hinv) (fun x y => hT x y) hW
    have a1 : ∀ i j, ⟪(u' i : V), (u' j : V)⟫_ℝ = if i = j then 1 else 0 := huu'
    have a2 : ∀ i j, ⟪(v' i : V), (v' j : V)⟫_ℝ = if i = j then 1 else 0 := hvv'
    have a3 : ∀ i j, ⟪(u' i : V), (v' j : V)⟫_ℝ = 0 := huv'
    have b1 : ∀ w : Kᗮ, ⟪u, (w : V)⟫_ℝ = 0 := fun w => hu _ w.2
    have b2 : ∀ w : Kᗮ, ⟪v, (w : V)⟫_ℝ = 0 := fun w => hv _ w.2
    have c1 : ∀ w : Kᗮ, ⟪(w : V), u⟫_ℝ = 0 := fun w => by rw [real_inner_comm]; exact b1 w
    have c2 : ∀ w : Kᗮ, ⟪(w : V), v⟫_ℝ = 0 := fun w => by rw [real_inner_comm]; exact b2 w
    have hz : ∀ k : Fin n, (0 : Fin (n + 1)) ≠ k.succ := fun k => (Fin.succ_ne_zero k).symm
    refine ⟨Fin.cons u fun k => (u' k : V), Fin.cons v fun k => (v' k : V), Fin.cons e e',
      ?_, ?_, ?_, ?_, ?_, ?_⟩
    · exact Fin.cases he he'
    iterate 3
      · intro i j
        cases i using Fin.cases <;> cases j using Fin.cases <;>
          simp only [Fin.cons_zero, Fin.cons_succ, huu, hvv, huv, a1, a2, a3, b1, b2, c1, c2] <;>
          simp [hz]
    · exact Fin.cases hTu fun k => congrArg Subtype.val (hTu' k)
    · exact Fin.cases hTv fun k => congrArg Subtype.val (hTv' k)
```

With an odd number of labels, one vector with $Tw=0$ would remain unpaired. In infinite dimension $T^2$ may have no eigenvectors, and the first step already fails.

## From a matrix condition to the rows of O

For matrices, the hypothesis is `Aᵀ = -A`. The next lemma turns it into the skew-adjointness used above, with the dot product as inner product: $(Ax)\cdot y=x\cdot A^Ty=-x\cdot Ay$.

```lean
/-- An antisymmetric matrix is skew-adjoint for the dot product. -/
theorem skew_dot {m : Type} [Fintype m] {A : Matrix m m ℝ} (hA : Aᵀ = -A) (x y : m → ℝ) :
    (A *ᵥ x) ⬝ᵥ y = -(x ⬝ᵥ A *ᵥ y) := by
  rw [Matrix.dotProduct_mulVec x A y, ← Matrix.mulVec_transpose, hA, Matrix.neg_mulVec,
    neg_dotProduct, neg_neg]
```

Now take the mode vectors as rows: row $(0,k)$ of $O$ is $u_k$, and row $(1,k)$ is $v_k$. Writing $o_p$ for row $p$,

$$(OO^T)_{pq}=o_p\cdot o_q=\delta_{pq},\qquad (OAO^T)_{pq}=o_p\cdot Ao_q .$$

Since $Av_k=e_ku_k$ and $Au_k=-e_kv_k$, the only entries of $OAO^T$ that can be nonzero are $u_k\cdot Av_k=e_k$ and $v_k\cdot Au_k=-e_k$.

In words, `canonical_form` says: for every $n$ and every real matrix $A$ on the labels `Fin 2 × Fin n` with $A^T=-A$, there are a real matrix $O$ and numbers $e_k$ such that $OO^T=1$, every $e_k\ge0$, and $OAO^T$ equals `modeBlocks e`. The proof defines `T` as multiplication by $A$ on Euclidean space, obtains the vectors from `exists_normal_modes`, and compares the two matrix identities entry by entry. The two `change` lines rewrite each entry as the dot products above.

```lean
variable {n : ℕ} {A : Matrix (Fin 2 × Fin n) (Fin 2 × Fin n) ℝ}

/-- Normal-mode decomposition: every real antisymmetric matrix on `2n` Majorana labels is brought
by a real orthogonal `O` to the direct sum of blocks `[[0, e k], [-e k, 0]]` with `e k ≥ 0`. -/
theorem canonical_form (hA : Aᵀ = -A) :
    ∃ (O : Matrix (Fin 2 × Fin n) (Fin 2 × Fin n) ℝ) (e : Fin n → ℝ),
      O * Oᵀ = 1 ∧ (∀ k, 0 ≤ e k) ∧ O * A * Oᵀ = modeBlocks e := by
  have hin : ∀ x y : EuclideanSpace ℝ (Fin 2 × Fin n), ⟪x, y⟫_ℝ = x.ofLp ⬝ᵥ y.ofLp := by
    intro x y
    simp [PiLp.inner_apply, dotProduct, mul_comm]
  let T : EuclideanSpace ℝ (Fin 2 × Fin n) →ₗ[ℝ] EuclideanSpace ℝ (Fin 2 × Fin n) :=
    { toFun := fun x => WithLp.toLp 2 (A *ᵥ x.ofLp)
      map_add' := fun x y => by simp [Matrix.mulVec_add]
      map_smul' := fun c x => by simp [Matrix.mulVec_smul] }
  obtain ⟨u, v, e, he, huu, hvv, huv, hTu, hTv⟩ := exists_normal_modes n _ T
    (fun x y => by rw [hin, hin]; exact skew_dot hA _ _) (by simp)
  simp only [hin] at huu hvv huv
  have hvu : ∀ i j, (v i).ofLp ⬝ᵥ (u j).ofLp = 0 := fun i j => by rw [dotProduct_comm, huv]
  have hAu : ∀ k, A *ᵥ (u k).ofLp = -(e k • (v k).ofLp) := fun k => congrArg WithLp.ofLp (hTu k)
  have hAv : ∀ k, A *ᵥ (v k).ofLp = e k • (u k).ofLp := fun k => congrArg WithLp.ofLp (hTv k)
  -- the mode vectors are the rows of `O`
  obtain ⟨O, hO0, hO1⟩ : ∃ O : Matrix (Fin 2 × Fin n) (Fin 2 × Fin n) ℝ,
      (∀ k, O (0, k) = (u k).ofLp) ∧ (∀ k, O (1, k) = (v k).ofLp) :=
    ⟨fun p => ![(u p.2).ofLp, (v p.2).ofLp] p.1, fun _ => rfl, fun _ => rfl⟩
  refine ⟨O, e, ?_, he, ?_⟩
  · ext ⟨a, i⟩ ⟨b, j⟩
    change O (a, i) ⬝ᵥ O (b, j) = _
    fin_cases a <;> fin_cases b <;> simp [hO0, hO1, huu, hvv, huv, hvu, Matrix.one_apply]
  · ext ⟨a, i⟩ ⟨b, j⟩
    rw [mul_assoc]
    change O (a, i) ⬝ᵥ A *ᵥ O (b, j) = _
    by_cases h : i = j
    · subst h
      fin_cases a <;> fin_cases b <;>
        simp [hO0, hO1, hAu, hAv, huu, hvv, huv, hvu, modeBlocks, Matrix.blockDiagonal_apply]
    · fin_cases a <;> fin_cases b <;>
        simp [hO0, hO1, hAu, hAv, huu, hvv, huv, hvu, modeBlocks, Matrix.blockDiagonal_apply, h]
```

The theorem does not say that the $e_k$ are unique, and it does not bound them by 1, as a physical covariance matrix requires. It also leaves the sign of $\det O$ open. A rotation with $\det O=-1$ reverses fermion parity, so code that tracks parity has to record this sign.

## Orthogonality, which preserves the anticommutation relations

The rotated operators satisfy $\{\gamma'_p,\gamma'_q\}=2(OO^T)_{pq}$, so they are Majorana operators exactly when $OO^T=1$. In `canonical_form` this is a conclusion; in the converse it is the hypothesis `hO`.

Write $B$ for the block matrix, which satisfies $B^T=-B$. Because $O$ is square, $OO^T=1$ also gives $O^TO=1$. Hence $A=O^TBO$, and

$$A^T=O^TB^TO=-O^TBO=-A .$$

The Lean proof has the same steps: `hB` is the antisymmetry of the blocks, `h'` is $O^TO=1$, and the `calc` block solves for $A$.

```lean
/-- Converse: a matrix that an orthogonal `O` brings to the block form is antisymmetric. -/
theorem antisymm_of_canonical {O : Matrix (Fin 2 × Fin n) (Fin 2 × Fin n) ℝ} {e : Fin n → ℝ}
    (hO : O * Oᵀ = 1) (h : O * A * Oᵀ = modeBlocks e) : Aᵀ = -A := by
  have hB : (modeBlocks e)ᵀ = -modeBlocks e := by
    ext ⟨a, i⟩ ⟨b, j⟩
    by_cases hij : i = j
    · subst hij
      fin_cases a <;> fin_cases b <;> simp [modeBlocks, Matrix.blockDiagonal_apply]
    · simp [modeBlocks, Matrix.blockDiagonal_apply, hij, Ne.symm hij]
  have h' : Oᵀ * O = 1 := mul_eq_one_comm.mp hO
  -- rotate back to the original Majorana basis
  have hA : A = Oᵀ * modeBlocks e * O := by
    calc A = (Oᵀ * O) * A * (Oᵀ * O) := by rw [h', one_mul, mul_one]
      _ = Oᵀ * (O * A * Oᵀ) * O := by simp only [mul_assoc]
      _ = Oᵀ * modeBlocks e * O := by rw [h]
  rw [hA, Matrix.transpose_mul, Matrix.transpose_mul, hB, Matrix.transpose_transpose]
  noncomm_ring

end MajoranaNormalModes
```

```lean
#print axioms MajoranaNormalModes.canonical_form
-- 'MajoranaNormalModes.canonical_form' depends on axioms: [propext, Classical.choice, Quot.sound]
#print axioms MajoranaNormalModes.antisymm_of_canonical
-- 'MajoranaNormalModes.antisymm_of_canonical' depends on axioms: [propext, Classical.choice, Quot.sound]
```

With no condition on $O$ the converse is false: $O=0$ and $e=0$ satisfy the block equation for every $A$. Invertibility of $O$ would be enough for the algebra, but the new operators would then in general not be Majorana operators.

## Two modes worked by hand

Order the labels as $(0,0),(0,1),(1,0),(1,1)$ and take

$$A=\begin{pmatrix}0&M\\-M^T&0\end{pmatrix},\qquad M=\begin{pmatrix}0.5&0.3\\0.3&0.5\end{pmatrix}.$$

The vector $v_0=(0,0,1,1)/\sqrt2$ gives $Av_0=0.8\,(1,1,0,0)/\sqrt2$. So $e_0=0.8$ and $u_0=(1,1,0,0)/\sqrt2$, and indeed $Au_0=-0.8\,v_0$. In the complement, $v_1=(0,0,1,-1)/\sqrt2$ gives $e_1=0.2$ and $u_1=(1,-1,0,0)/\sqrt2$. The rows $u_0,u_1,v_0,v_1$ form $O$, and the mode occupations are $0.9$ and $0.6$.

## The same step in numerical code

A program can obtain $O$ from a real Schur decomposition $A=QSQ^T$, with $O=Q^T$ as the starting point. For antisymmetric $A$, the factor $S$ consists, up to rounding, of antisymmetric $2\times2$ blocks and $1\times1$ zeros. The zeros are grouped in pairs, and where a block has a negative upper-right entry its two rows of $O$ are exchanged.

One application is the entanglement entropy of a subsystem in a pure fermionic Gaussian state. Restrict the covariance matrix to the subsystem's modes, bring it to block form, and add up the binary entropies of the occupations $(1+e_k)/2$.
